# For momentum-independent site amplitudes on a ring, the incoherent RIXS sum is the momentum average

Q: In resonant inelastic X-ray scattering (RIXS), take two equivalent sites with the same scattering amplitude $a\neq0$. If I add site intensities, I get $2\|a\|^2$. The coherent intensity is $4\|a\|^2$ at one momentum transfer and zero at the other, so my spectrum is wrong at both. What does the incoherent sum describe?

A: The average over the two momenta, which is $2\|a\|^2$. The same holds for $N\ge1$ sites on a ring with arbitrary amplitudes, provided the amplitudes don't change with momentum.

In Lean 4 with Mathlib:

```lean
import Mathlib

open scoped InnerProductSpace ComplexConjugate

namespace RIXSMomentumAverage

noncomputable section

variable {N : ℕ} {E : Type*} [NormedAddCommGroup E] [InnerProductSpace ℂ E]
```

Q: What are the amplitudes, formally?

A: Vectors $A_r$ in a complex inner product space `E`, for $r=0,\dots,N-1$. This includes $\mathbb C^m$ with its Euclidean norm, one component per final state. Sites and momenta are both labelled by `Fin N`, and the phase is $\varphi_{qr}=e^{2\pi i qr/N}$.

```lean
/-- The phase `exp(2πi q r / N)` of site `r` at momentum transfer `q` on a ring of `N` sites. -/
def phase (q r : Fin N) : ℂ :=
  Complex.exp (2 * Real.pi * Complex.I * ((q : ℕ) : ℂ) * ((r : ℕ) : ℂ) / (N : ℂ))
```

The intensity is $I_q=\|\sum_r\varphi_{qr}A_r\|^2$.

```lean
/-- The RIXS intensity at momentum `q`: the squared norm of the phased sum of site amplitudes. -/
def intensity (A : Fin N → E) (q : Fin N) : ℝ :=
  ‖∑ r, phase q r • A r‖ ^ 2
```

The incoherent sum is $S=\sum_r\|A_r\|^2$.

```lean
/-- The incoherent site sum: the squared norms of the site amplitudes, added up. -/
def incoherentSum (A : Fin N → E) : ℝ :=
  ∑ r, ‖A r‖ ^ 2
```

Your example belongs to a family with a chosen momentum $k$ and $A_r=\overline{\varphi_{kr}}\,a$.

```lean
/-- Site amplitudes that share one vector `a` and carry the conjugate phases of momentum `k`. -/
def blochAmplitude (k : Fin N) (a : E) (r : Fin N) : E :=
  conj (phase k r) • a
```

Q: Where is the RIXS in this? I see only vectors and phases.

A: The resonant physics sits inside $A_r$, which is given and not derived. In a calculation at fixed incident energy $\omega$ and fixed polarisations, the component of $A_r$ for final state $f$ is
$$\langle f|D_r'\,(\omega+E_g-H_r+i\Gamma)^{-1}D_r|g\rangle .$$
Here $g$ is the ground state with energy $E_g$, $D_r$ and $D_r'$ are the absorption and emission operators at site $r$, $H_r$ is the Hamiltonian with the core hole there, $\Gamma$ is the core-hole half-width, and $\hbar=1$. You compute this for each $r$ with a common set of final states, multiply by $\varphi_{qr}$, add over $r$, take the squared modulus, and add over the final states in an energy-loss window. Squaring before adding over $r$ gives $S$ for that window.

Q: Then show me why the average comes out right.

A: First, the exponent of $\varphi_{qr}$ is purely imaginary, so $|\varphi_{qr}|=1$.

```lean
/-- Every site phase has modulus one. -/
theorem norm_phase (q r : Fin N) : ‖phase q r‖ = 1 := by
  have h : 2 * Real.pi * Complex.I * ((q : ℕ) : ℂ) * ((r : ℕ) : ℂ) / (N : ℂ)
      = ((2 * Real.pi * (q : ℕ) * (r : ℕ) / N : ℝ) : ℂ) * Complex.I := by
    push_cast
    ring
  rw [phase, h, Complex.norm_exp_ofReal_mul_I]
```

Next, add over momentum for two sites $r$ and $s$:
$$\sum_q\overline{\varphi_{qr}}\varphi_{qs}=\sum_{q=0}^{N-1}w^q,\qquad w=e^{2\pi i(s-r)/N}.$$
If $r=s$, every term is 1 and the sum is $N$. If $r\ne s$, then $0<|s-r|<N$, so $w\neq1$, while $w^N=1$. From $(w-1)\sum_q w^q=w^N-1=0$ the sum vanishes.

In the code, `ζ` is $e^{2\pi i/N}$ and $w$ appears as `conj (ζ ^ (r : ℕ)) * ζ ^ (s : ℕ)`. The step `hw` is $w^N=1$, `hne` is $w\ne1$, and `mul_geom_sum` supplies the geometric sum.

```lean
/-- Summed over all momenta, the phases of two different sites are orthogonal, and those of
one site give `N`. -/
theorem phase_orthogonality (r s : Fin N) :
    ∑ q : Fin N, conj (phase q r) * phase q s = if r = s then (N : ℂ) else 0 := by
  split_ifs with hrs
  · subst hrs
    simp [Complex.conj_mul', norm_phase]
  · have hN : N ≠ 0 := by
      have := r.isLt
      omega
    -- all phases are powers of one primitive root of unity
    obtain ⟨ζ, hζ, hp⟩ : ∃ ζ : ℂ, IsPrimitiveRoot ζ N ∧
        ∀ q r : Fin N, phase q r = (ζ ^ (r : ℕ)) ^ (q : ℕ) := by
      refine ⟨_, Complex.isPrimitiveRoot_exp N hN, fun q r => ?_⟩
      rw [phase, ← pow_mul, ← Complex.exp_nat_mul]
      congr 1
      push_cast
      ring
    have hz : ∀ j : ℕ, (ζ ^ j) ^ N = 1 := by
      intro j
      rw [← pow_mul, mul_comm, pow_mul, hζ.pow_eq_one, one_pow]
    have hn : ‖ζ ^ (r : ℕ)‖ = 1 :=
      (pow_eq_one_iff_of_nonneg (norm_nonneg _) hN).mp (by rw [← norm_pow, hz, norm_one])
    have hc : conj (ζ ^ (r : ℕ)) * ζ ^ (r : ℕ) = 1 := by
      rw [Complex.conj_mul', hn]
      simp
    have hterm : ∀ q : Fin N, conj (phase q r) * phase q s
        = (conj (ζ ^ (r : ℕ)) * ζ ^ (s : ℕ)) ^ (q : ℕ) := by
      intro q
      rw [hp, hp, mul_pow, map_pow conj (ζ ^ (r : ℕ)) (q : ℕ)]
    have hw : (conj (ζ ^ (r : ℕ)) * ζ ^ (s : ℕ)) ^ N = 1 := by
      rw [mul_pow, ← map_pow conj (ζ ^ (r : ℕ)) N, hz, hz, map_one, one_mul]
    have hne : conj (ζ ^ (r : ℕ)) * ζ ^ (s : ℕ) - 1 ≠ 0 := by
      intro h
      have he : ζ ^ (r : ℕ) = ζ ^ (s : ℕ) := by
        linear_combination (-ζ ^ (r : ℕ)) * h + ζ ^ (s : ℕ) * hc
      exact hrs (Fin.ext (hζ.pow_inj r.isLt s.isLt he))
    -- the geometric sum over a full period vanishes
    have hg := mul_geom_sum (conj (ζ ^ (r : ℕ)) * ζ ^ (s : ℕ)) N
    rw [hw, sub_self] at hg
    rw [Finset.sum_congr rfl fun q _ => hterm q,
      Fin.sum_univ_eq_sum_range (fun i => (conj (ζ ^ (r : ℕ)) * ζ ^ (s : ℕ)) ^ i) N]
    exact (mul_eq_zero.mp hg).resolve_left hne
```

Q: And the interference terms?

A: Write the squared norm as an inner product of the vector with itself.

```lean
private lemma norm_sq_eq_inner (x : E) : ((‖x‖ ^ 2 : ℝ) : ℂ) = ⟪x, x⟫_ℂ := by
  rw [Complex.ofReal_pow]
  exact (inner_self_eq_norm_sq_to_K (𝕜 := ℂ) x).symm
```

The inner product is conjugate-linear in its first slot, so expanding both sums gives
$$I_q=\sum_{r,s}\overline{\varphi_{qr}}\varphi_{qs}\langle A_r,A_s\rangle .$$

```lean
/-- The intensity is a double sum over sites of phase factors times amplitude overlaps. -/
theorem intensity_expand (A : Fin N → E) (q : Fin N) :
    (intensity A q : ℂ) = ∑ r, ∑ s, conj (phase q r) * phase q s * ⟪A r, A s⟫_ℂ := by
  rw [intensity, norm_sq_eq_inner, sum_inner]
  refine Finset.sum_congr rfl fun r _ => ?_
  rw [inner_sum]
  refine Finset.sum_congr rfl fun s _ => ?_
  rw [inner_smul_left, inner_smul_right]
  ring
```

Now sum over $q$. Orthogonality replaces the phase factor by $N\delta_{rs}$, so
$$\sum_q I_q=N\sum_r\langle A_r,A_r\rangle=NS.$$
The proof does this in $\mathbb C$: `Finset.sum_comm` moves the momentum sum inside, and `phase_orthogonality` removes the terms with $r\neq s$.

```lean
/-- The intensities of all `N` momenta add up to `N` times the incoherent site sum. -/
theorem sum_intensity (A : Fin N → E) : ∑ q, intensity A q = N * incoherentSum A := by
  apply Complex.ofReal_injective
  rw [incoherentSum, Complex.ofReal_sum, Complex.ofReal_mul, Complex.ofReal_sum, Finset.mul_sum]
  simp only [intensity_expand]
  rw [Finset.sum_comm]
  refine Finset.sum_congr rfl fun r _ => ?_
  rw [Finset.sum_comm]
  -- the momentum sum leaves only the terms with equal sites
  simp only [← Finset.sum_mul, phase_orthogonality, ite_mul, zero_mul, Finset.sum_ite_eq,
    Finset.mem_univ, if_true, Complex.ofReal_natCast, norm_sq_eq_inner]
```

Q: How far can one momentum stray from the average?

A: Upwards, to $N$ times it at most. Put $v_r=\varphi_{qr}A_r$, so that $\|v_r\|=\|A_r\|$. Then
$$\tfrac12\sum_{r,s}\|v_r-v_s\|^2=\tfrac12\sum_{r,s}\left(\|v_r\|^2+\|v_s\|^2-2\,\mathrm{Re}\langle v_r,v_s\rangle\right)=N\sum_r\|v_r\|^2-\Big\|\sum_r v_r\Big\|^2 .$$
The lemma `deficit` is this identity for arbitrary vectors, with `h3` expanding each squared distance.

```lean
private lemma deficit (v : Fin N → E) :
    N * ∑ r, ‖v r‖ ^ 2 - ‖∑ r, v r‖ ^ 2 = 1 / 2 * ∑ r, ∑ s, ‖v r - v s‖ ^ 2 := by
  have h2 := congrArg Complex.re (norm_sq_eq_inner (∑ r, v r))
  rw [Complex.ofReal_re, sum_inner, Complex.re_sum] at h2
  simp only [inner_sum, Complex.re_sum] at h2
  have h3 : ∀ r s, ‖v r - v s‖ ^ 2 = ‖v r‖ ^ 2 - 2 * (⟪v r, v s⟫_ℂ).re + ‖v s‖ ^ 2 :=
    fun r s => norm_sub_sq (𝕜 := ℂ) (v r) (v s)
  rw [h2]
  simp only [h3, Finset.sum_add_distrib, Finset.sum_sub_distrib, ← Finset.mul_sum,
    Finset.sum_const, Finset.card_univ, Fintype.card_fin, nsmul_eq_mul]
  ring
```

Inserting the phased amplitudes turns the right-hand side into $NS-I_q$.

```lean
/-- The gap between `N` times the incoherent sum and the intensity at `q` is half the sum of
squared distances between the phased site amplitudes. -/
theorem coherence_deficit (A : Fin N → E) (q : Fin N) :
    N * incoherentSum A - intensity A q
      = 1 / 2 * ∑ r, ∑ s, ‖phase q r • A r - phase q s • A s‖ ^ 2 := by
  have h := deficit (fun r => phase q r • A r)
  simp only [norm_smul, norm_phase, one_mul] at h
  exact h
```

Half a sum of squares is never negative, hence $I_q\le NS$.

Q: The main theorem never divides by $N$. Is it still about an average?

A: Yes. It says that a real number $J$ satisfies $NJ=\sum_qI_q$ exactly when $J=S$. For $N\ge1$ that equation defines the mean. At $N=0$ it reads $0=0$ and would accept $J=1$ although $S=0$, which is why `hN` is there. The second half of the statement is the bound at every $q$.

```lean
/-- For at least one site, the momentum average `J` of the intensity is exactly the incoherent
site sum, and the intensity at each momentum is at most `N` times that sum. -/
theorem momentum_average_and_bound (hN : 0 < N) (A : Fin N → E) :
    (∀ J : ℝ, N * J = ∑ q, intensity A q ↔ J = incoherentSum A) ∧
      ∀ q, intensity A q ≤ N * incoherentSum A := by
  refine ⟨fun J => ?_, fun q => ?_⟩
  · have hN' : (N : ℝ) ≠ 0 := Nat.cast_ne_zero.mpr hN.ne'
    rw [sum_intensity]
    exact ⟨fun h => mul_left_cancel₀ hN' h, fun h => by rw [h]⟩
  · have hd := coherence_deficit A q
    have h0 : 0 ≤ ∑ r, ∑ s, ‖phase q r • A r - phase q s • A s‖ ^ 2 := by positivity
    linarith
```

Q: When is the bound reached?

A: When every squared distance is zero, that is, when all the $\varphi_{qr}A_r$ coincide. The proof reads this off the deficit identity in both directions.

```lean
/-- The intensity at `q` reaches `N` times the incoherent sum exactly when all phased site
amplitudes coincide. -/
theorem intensity_eq_max_iff (A : Fin N → E) (q : Fin N) :
    intensity A q = N * incoherentSum A ↔ ∀ r s, phase q r • A r = phase q s • A s := by
  have hd := coherence_deficit A q
  constructor
  · intro h r s
    have h0 : ∑ r, ∑ s, ‖phase q r • A r - phase q s • A s‖ ^ 2 = 0 := by linarith
    have h1 := (Finset.sum_eq_zero_iff_of_nonneg (fun r _ => by positivity)).mp h0 r
      (Finset.mem_univ r)
    have h2 := (Finset.sum_eq_zero_iff_of_nonneg (fun s _ => by positivity)).mp h1 s
      (Finset.mem_univ s)
    exact sub_eq_zero.mp (norm_eq_zero.mp ((pow_eq_zero_iff two_ne_zero).mp h2))
  · intro h
    have h0 : ∑ r, ∑ s, ‖phase q r • A r - phase q s • A s‖ ^ 2 = 0 :=
      Finset.sum_eq_zero fun r _ => Finset.sum_eq_zero fun s _ => by
        rw [h r s, sub_self]
        simp
    linarith
```

Q: My two-site example does that at $q=0$. What about general $N$?

A: For $A_r=\overline{\varphi_{kr}}\,a$ the phased sum is $\left(\sum_r\varphi_{qr}\overline{\varphi_{kr}}\right)a$. Since $\varphi_{qr}=\varphi_{rq}$, orthogonality applies to the site sum as well and gives $N\delta_{kq}\,a$. So $I_k=N^2\|a\|^2$, and every other intensity is zero.

```lean
/-- Bloch amplitudes of momentum `k` give the intensity `N² ‖a‖²` at `q = k` and zero at every
other momentum. -/
theorem intensity_bloch (k q : Fin N) (a : E) :
    intensity (blochAmplitude k a) q = if k = q then (N : ℝ) ^ 2 * ‖a‖ ^ 2 else 0 := by
  have hsymm : ∀ x y : Fin N, phase x y = phase y x := by
    intro x y
    unfold phase
    congr 1
    ring
  have h : ∑ r, phase q r * conj (phase k r) = if k = q then (N : ℂ) else 0 := by
    rw [← phase_orthogonality k q]
    refine Finset.sum_congr rfl fun r _ => ?_
    rw [hsymm q r, hsymm k r, mul_comm]
  simp only [intensity, blochAmplitude, smul_smul]
  rw [← Finset.sum_smul, h]
  split_ifs <;> simp [norm_smul, mul_pow]
```

Here $S=N\|a\|^2$. For $N\ge2$ and $a\ne0$ this lies strictly between $0$ and $N^2\|a\|^2$, so the incoherent sum is wrong at every single momentum. A single site has to be excluded: with $N=1$ the only intensity is $\|a\|^2$, which equals $S$.

```lean
/-- For two or more sites and `a ≠ 0`, the intensity of Bloch amplitudes differs from the
incoherent site sum at every single momentum. -/
theorem incoherent_sum_fails_at_each_momentum (hN : 2 ≤ N) (k q : Fin N) {a : E} (ha : a ≠ 0) :
    intensity (blochAmplitude k a) q ≠ incoherentSum (blochAmplitude k a) := by
  have hS : incoherentSum (blochAmplitude k a) = N * ‖a‖ ^ 2 := by
    simp [incoherentSum, blochAmplitude, norm_smul, norm_phase]
  have hpos : 0 < ‖a‖ ^ 2 := pow_pos (norm_pos_iff.mpr ha) 2
  have hN' : (2 : ℝ) ≤ N := by exact_mod_cast hN
  rw [intensity_bloch, hS]
  split_ifs
  · have hlt : (N : ℝ) < (N : ℝ) ^ 2 := by nlinarith
    exact (mul_lt_mul_of_pos_right hlt hpos).ne'
  · exact (mul_pos (by linarith) hpos).ne

end

end RIXSMomentumAverage
```

Q: In my experiment the polarisation geometry changes as I scan momentum. Does the average survive?

A: Not in general, because each $A_r$ then depends on $q$, whereas `A` takes only a site. Take $N=2$, with both amplitudes equal to $a\neq0$ at $q=0$ and both zero at $q=1$. The intensities are $4\|a\|^2$ and $0$, with mean $2\|a\|^2$, but the incoherent sums are $2\|a\|^2$ and $0$, with mean $\|a\|^2$.

The model is also a finite ring with one scattering site per cell, and the average runs over all $N$ of its momenta. Within those limits, a RIXS simulation that adds single-site intensities, computed with a common set of final states, yields the momentum-averaged spectrum. Its width can still reflect the bandwidth of a dispersing excitation, but it doesn't show which energy loss belongs to which momentum.

```lean
#print axioms RIXSMomentumAverage.momentum_average_and_bound
-- 'RIXSMomentumAverage.momentum_average_and_bound' depends on axioms: [propext, Classical.choice, Quot.sound]
#print axioms RIXSMomentumAverage.intensity_eq_max_iff
-- 'RIXSMomentumAverage.intensity_eq_max_iff' depends on axioms: [propext, Classical.choice, Quot.sound]
#print axioms RIXSMomentumAverage.incoherent_sum_fails_at_each_momentum
-- 'RIXSMomentumAverage.incoherent_sum_fails_at_each_momentum' depends on axioms: [propext, Classical.choice, Quot.sound]
```
